# For radial soft-photon integrals, a photon mass matches the dimensional regulator when ln m² = 1/ε + ln μ² + 2(ln 2 − 1)

When charged particles scatter, the covariant formula for the probability of emitting a soft photon of momentum $k$ contains a squared term for each incoming or outgoing charge, together with interference terms. For a charge at rest before or after the scattering, the squared term has magnitude proportional to $dk/k$, so its integral up to a cutoff diverges logarithmically at $k=0$. (A charge that stays at rest throughout emits nothing, because its terms cancel.) Set the cutoff and the scale $\mu$ of the dimensional regulator to 1, and regulate the integral in two ways. Changing the power of $k$ gives, for $\varepsilon<0$,

$$\int_0^1 k^{-1-2\varepsilon}\,dk=-\frac1{2\varepsilon}.$$

Giving the photon a small mass $m$ gives

$$\int_0^1\frac{k^2\,dk}{(k^2+m^2)^{3/2}}=-\ln m+\ln 2-1+o(1).$$

The two agree in the limit when $\ln m^2=1/\varepsilon+2(\ln2-1)+o(1)$. The logarithm replaces the pole, and the constant reflects how the mass suppresses the integrand around $k\sim m$.

In QED, such a translation is needed when real emission and loop corrections have been computed with different infrared regulators; the result here concerns only the radial integral for a charge at rest, without the angular measure of full dimensional regularization. Including that measure changes the constant, as the last section shows.

```lean
import Mathlib

open Filter Topology

namespace SoftPhotonRegulators

noncomputable section
```

## Two regulated integrals and a mass tied to ε

With photon energy $\omega=\sqrt{k^2+m^2}$, phase space contributes $k^2dk/\omega$ and the squared term of a charge at rest contributes a factor of magnitude $1/\omega^2$. The massive integrand is therefore $k^2/\omega^3$. The photon mass, often written $\lambda$, is `m` in the code, and `E` bounds the momentum $k$.

```lean
/-- The soft-photon momentum integral up to the cutoff `E`, regulated by a photon mass `m`. -/
def massiveSoft (E m : ℝ) : ℝ :=
  ∫ k in (0 : ℝ)..E, k ^ 2 * (k ^ 2 + m ^ 2) ^ (-(3 / 2) : ℝ)
```

In $d=4-2\varepsilon$ spacetime dimensions, the massless radial integrand becomes $k^{2-2\varepsilon}/k^3=k^{-1-2\varepsilon}$. The scale $\mu$ enters through $\mu^{2\varepsilon}$ and keeps the result dimensionless. Infrared convergence requires $\varepsilon<0$, that is, $d>4$. For $\varepsilon\ge0$ Lean assigns the divergent integral the value zero, so every limit in $\varepsilon$ below is taken through negative values.

```lean
/-- The massless radial soft-photon integral up to the cutoff `E`, with the power of `k` continued
as in dimensional regularization but the angular measure left out, and with scale `μ > 0`; its
domain is `ε < 0`, where the integral converges at small momentum. -/
def dimSoft (E μ ε : ℝ) : ℝ :=
  μ ^ (2 * ε) * ∫ k in (0 : ℝ)..E, k ^ (-1 - 2 * ε)
```

To compare the regulators along an explicit path, let the mass depend on $\varepsilon$ as $c\,e^{1/(2\varepsilon)}$, with $c>0$ a constant mass scale. For small negative $\varepsilon$ this mass is exponentially small.

```lean
/-- A photon mass `c exp(1/(2ε))` tied to the dimensional regulator, for `ε ≠ 0`. -/
def poleMass (c ε : ℝ) : ℝ := c * Real.exp (1 / (2 * ε))
```

## The massive integral in closed form

Since $d\omega/dk=k/\omega$,

$$\frac{d}{dk}\ln(k+\omega)=\frac{1+k/\omega}{k+\omega}=\frac1\omega,\qquad
\frac{d}{dk}\frac k\omega=\frac1\omega-\frac{k^2}{\omega^3}.$$

The difference of these derivatives is the integrand $k^2/\omega^3$. At $k=0$ the antiderivative $\ln(k+\omega)-k/\omega$ equals $\ln m$, so for $E,m>0$

$$I_m(E)=\ln\!\left(E+\sqrt{E^2+m^2}\right)-\ln m-\frac{E}{\sqrt{E^2+m^2}},$$

where $I_m(E)$ denotes `massiveSoft E m`.

```lean
/-- Closed form of the soft-photon integral for positive cutoff and positive photon mass. -/
theorem massiveSoft_eq {E m : ℝ} (hE : 0 < E) (hm : 0 < m) :
    massiveSoft E m = Real.log (E + √(E ^ 2 + m ^ 2)) - Real.log m
      - E / √(E ^ 2 + m ^ 2) := by
  have hc : Continuous (fun k : ℝ => k ^ 2 * (k ^ 2 + m ^ 2) ^ (-(3 / 2) : ℝ)) :=
    (continuous_pow 2).mul (((continuous_pow 2).add continuous_const).rpow_const
      (fun x => Or.inl (by
        have h : 0 < x ^ 2 + m ^ 2 := by positivity
        exact h.ne')))
  -- the antiderivative is log (k + ω) - k / ω with ω the photon energy
  have hd : ∀ k ∈ Set.uIcc 0 E, HasDerivAt
      (fun k : ℝ => Real.log (k + √(k ^ 2 + m ^ 2)) - k / √(k ^ 2 + m ^ 2))
      (k ^ 2 * (k ^ 2 + m ^ 2) ^ (-(3 / 2) : ℝ)) k := by
    intro k hk
    rw [Set.uIcc_of_le hE.le] at hk
    have hk0 : 0 ≤ k := hk.1
    have hp : 0 < k ^ 2 + m ^ 2 := by positivity
    have h1 : HasDerivAt (fun k : ℝ => k ^ 2 + m ^ 2) (2 * k) k := by
      simpa using (hasDerivAt_pow 2 k).add_const (m ^ 2)
    have h2 := h1.sqrt hp.ne'
    rw [mul_div_mul_left _ _ (two_ne_zero' ℝ)] at h2
    have hs : 0 < √(k ^ 2 + m ^ 2) := Real.sqrt_pos.mpr hp
    have hks : k + √(k ^ 2 + m ^ 2) ≠ 0 := by positivity
    have h3 := (((hasDerivAt_id' k).fun_add h2).log hks).fun_sub
      ((hasDerivAt_id' k).fun_div h2 hs.ne')
    refine h3.congr_deriv ?_
    have hpow : (k ^ 2 + m ^ 2) ^ (-(3 / 2) : ℝ) = (√(k ^ 2 + m ^ 2) ^ 3)⁻¹ := by
      have hsq : √(k ^ 2 + m ^ 2) ^ 2 = k ^ 2 + m ^ 2 := Real.sq_sqrt hp.le
      generalize √(k ^ 2 + m ^ 2) = s at hs hsq ⊢
      rw [← hsq, ← Real.rpow_natCast s 2, ← Real.rpow_mul hs.le,
        ← Real.rpow_natCast s 3, ← Real.rpow_neg hs.le]
      congr 1
      norm_num
    rw [hpow]
    generalize √(k ^ 2 + m ^ 2) = s at hs hks ⊢
    have hst : s * s⁻¹ = 1 := mul_inv_cancel₀ hs.ne'
    have h4 : 1 + k / s = (k + s) / s := by
      rw [add_div, div_self hs.ne', add_comm]
    rw [h4, div_right_comm, div_self hks]
    linear_combination (-s⁻¹) * hst
  have h0 : √((0 : ℝ) ^ 2 + m ^ 2) = m := by
    rw [show (0 : ℝ) ^ 2 + m ^ 2 = m ^ 2 by ring, Real.sqrt_sq hm.le]
  rw [massiveSoft, intervalIntegral.integral_eq_sub_of_hasDerivAt hd
    (hc.intervalIntegrable _ _), h0, zero_add, zero_div]
  ring
```

Here `hd` is the derivative calculation, and `hpow` identifies the real power $-3/2$ with $1/\omega^3$. Continuity, `hc`, supplies integrability for the fundamental theorem of calculus.

## Removing the photon mass

Subtracting $\ln(E/m)=\ln E-\ln m$ cancels $\ln m$ exactly. What remains is continuous at $m=0$:

$$I_m(E)-\ln\frac Em\longrightarrow \ln(2E)-\ln E-1=\ln2-1.$$

In Lean, `𝓝[>] 0` means that the variable approaches zero through positive values, and `Tendsto` states the limit.

```lean
/-- For a positive cutoff, removing `ln(E/m)` from the massive-photon integral leaves the
constant `ln 2 - 1` as the photon mass decreases to zero. -/
theorem massiveSoft_limit {E : ℝ} (hE : 0 < E) :
    Tendsto (fun m => massiveSoft E m - Real.log (E / m)) (𝓝[>] 0)
      (𝓝 (Real.log 2 - 1)) := by
  have h0 : √(E ^ 2 + (0 : ℝ) ^ 2) = E := by
    rw [show E ^ 2 + (0 : ℝ) ^ 2 = E ^ 2 by ring, Real.sqrt_sq hE.le]
  have hr : Tendsto (fun m : ℝ => √(E ^ 2 + m ^ 2)) (𝓝[>] 0) (𝓝 E) := by
    have hc : Continuous (fun m : ℝ => √(E ^ 2 + m ^ 2)) := by fun_prop
    have h := (hc.tendsto 0).mono_left (nhdsWithin_le_nhds (s := Set.Ioi 0))
    rwa [h0] at h
  have hEE : E + E ≠ 0 := by positivity
  have h := (((tendsto_const_nhds (x := E)).add hr).log hEE).sub_const (Real.log E)
  have h' := h.sub ((tendsto_const_nhds (x := E)).div hr hE.ne')
  have hl : Real.log (E + E) - Real.log E - E / E = Real.log 2 - 1 := by
    rw [← two_mul, Real.log_mul two_ne_zero hE.ne', div_self hE.ne']
    ring
  rw [hl] at h'
  refine h'.congr' ?_
  filter_upwards [self_mem_nhdsWithin] with m hm
  have hm' : 0 < m := hm
  rw [massiveSoft_eq hE hm', Real.log_div hE.ne' hm'.ne']
  simp only [Pi.div_apply]
  ring
```

The proof takes the limit of the simplified expression, then uses `congr'` to transfer it to the integral, since the two coincide for all positive $m$.

## The pole and its finite part

For $\varepsilon<0$ the exponent $-2\varepsilon$ is positive, so the lower endpoint contributes nothing. Writing $D_\varepsilon(E,\mu)$ for `dimSoft E μ ε`,

$$D_\varepsilon(E,\mu)=\mu^{2\varepsilon}\frac{E^{-2\varepsilon}}{-2\varepsilon}
=-\frac{(\mu/E)^{2\varepsilon}}{2\varepsilon}.$$

```lean
/-- Closed form of the dimensionally regulated soft integral for `ε < 0` and positive cutoff
and scale. -/
theorem dimSoft_eq {E μ ε : ℝ} (hE : 0 < E) (hμ : 0 < μ) (hε : ε < 0) :
    dimSoft E μ ε = -(μ / E) ^ (2 * ε) / (2 * ε) := by
  have hne : -(2 * ε) ≠ 0 := (by linarith : (0 : ℝ) < -(2 * ε)).ne'
  rw [dimSoft, integral_rpow (Or.inl (by linarith)),
    show -1 - 2 * ε + 1 = -(2 * ε) by ring, Real.zero_rpow hne,
    Real.rpow_neg hE.le, Real.div_rpow hμ.le hE.le]
  ring
```

Adding $1/(2\varepsilon)$ cancels the pole and leaves a difference quotient:

$$D_\varepsilon(E,\mu)+\frac1{2\varepsilon}
=-\frac12\,\frac{e^{2\varepsilon\ln(\mu/E)}-1}{\varepsilon}
\longrightarrow-\ln\frac\mu E=\ln\frac E\mu.$$

The filter `𝓝[<] 0` says that $\varepsilon$ increases to zero through negative values.

```lean
/-- For positive cutoff and scale, cancelling the infrared pole of the dimensionally regulated
integral leaves `ln(E/μ)` as `ε` increases to zero. -/
theorem dimSoft_limit {E μ : ℝ} (hE : 0 < E) (hμ : 0 < μ) :
    Tendsto (fun ε => dimSoft E μ ε + 1 / (2 * ε)) (𝓝[<] 0)
      (𝓝 (Real.log (E / μ))) := by
  -- the finite part is the derivative of an exponential at ε = 0
  have h1 : HasDerivAt (fun t : ℝ => Real.log (μ / E) * (2 * t))
      (Real.log (μ / E) * (2 * 1)) 0 :=
    ((hasDerivAt_id' (0 : ℝ)).const_mul 2).const_mul _
  have h2 := (hasDerivAt_iff_tendsto_slope_zero.mp h1.exp).mono_left
    (nhdsWithin_mono (0 : ℝ) (fun x (hx : x < 0) => ne_of_lt hx))
  have h3 := h2.const_mul (-(1 / 2))
  have hl : -(1 / 2) * (Real.exp (Real.log (μ / E) * (2 * 0)) *
      (Real.log (μ / E) * (2 * 1))) = Real.log (E / μ) := by
    rw [mul_zero, mul_zero, Real.exp_zero, Real.log_div hμ.ne' hE.ne',
      Real.log_div hE.ne' hμ.ne']
    ring
  rw [hl] at h3
  refine h3.congr' ?_
  filter_upwards [self_mem_nhdsWithin] with ε hε
  rw [dimSoft_eq hE hμ hε, Real.rpow_def_of_pos (div_pos hμ hE)]
  simp only [zero_add, mul_zero, Real.exp_zero, smul_eq_mul]
  ring
```

The derivative of the exponent is `h1`. The slope form of the derivative turns it into the limit `h2`, and multiplication by $-1/2$ gives the finite part.

## The cutoff drops out of the comparison

Now let $m(\varepsilon)$ be any mass that tends to zero through positive values as $\varepsilon$ increases to zero. This is the hypothesis `hm`: both regulators are removed together. Subtract the second limit from the first and add $\ln(E/\mu)$. The logarithms of $E$ cancel, leaving

$$I_{m(\varepsilon)}(E)-D_\varepsilon(E,\mu)
+\frac12\left[\ln m(\varepsilon)^2-\frac1\varepsilon-\ln\mu^2\right]
\longrightarrow\ln2-1.$$

```lean
/-- Comparison of the two regulators, for positive cutoff and scale and a photon mass that decreases
to zero through positive values as `ε` increases to zero: the difference of the integrals plus
`(ln m² - 1/ε - ln μ²) / 2` tends to `ln 2 - 1`. -/
theorem regulator_comparison {E μ : ℝ} (hE : 0 < E) (hμ : 0 < μ) {m : ℝ → ℝ}
    (hm : Tendsto m (𝓝[<] 0) (𝓝[>] 0)) :
    Tendsto (fun ε => massiveSoft E (m ε) - dimSoft E μ ε
      + (Real.log (m ε ^ 2) - (1 / ε + Real.log (μ ^ 2))) / 2) (𝓝[<] 0)
      (𝓝 (Real.log 2 - 1)) := by
  have h := (((massiveSoft_limit hE).comp hm).sub (dimSoft_limit hE hμ)).add_const
    (Real.log (E / μ))
  rw [sub_add_cancel] at h
  refine h.congr' ?_
  filter_upwards [hm.eventually self_mem_nhdsWithin] with ε hε
  have hε' : 0 < m ε := hε
  -- the cutoff E drops out of the difference of logarithms
  simp only [Function.comp_apply]
  rw [Real.log_div hE.ne' hε'.ne', Real.log_div hE.ne' hμ.ne', Real.log_pow, Real.log_pow]
  push_cast
  ring
```

Call the difference of the integrals $\Delta(\varepsilon)$ and the bracket $L(\varepsilon)$. Since $\Delta+L/2\to\ln2-1$,

$$\Delta(\varepsilon)\to0\quad\Longleftrightarrow\quad L(\varepsilon)\to2(\ln2-1).$$

This equivalence is the precise dictionary for the two radial integrals. It fixes the mass only up to an error in $\ln m^2$ that vanishes in the limit.

```lean
/-- Regulator dictionary, for positive cutoff and scale and a photon mass that decreases to zero
through positive values as `ε` increases to zero: the two soft integrals agree in the limit
exactly when `ln m²` equals `1/ε + ln μ² + 2(ln 2 - 1)` up to a vanishing error. -/
theorem regulator_dictionary {E μ : ℝ} (hE : 0 < E) (hμ : 0 < μ) {m : ℝ → ℝ}
    (hm : Tendsto m (𝓝[<] 0) (𝓝[>] 0)) :
    Tendsto (fun ε => massiveSoft E (m ε) - dimSoft E μ ε) (𝓝[<] 0) (𝓝 0) ↔
    Tendsto (fun ε => Real.log (m ε ^ 2) - (1 / ε + Real.log (μ ^ 2))) (𝓝[<] 0)
      (𝓝 (2 * (Real.log 2 - 1))) := by
  have hT := regulator_comparison hE hμ hm
  constructor
  · intro h
    have h' := (hT.sub h).const_mul 2
    rw [sub_zero] at h'
    exact h'.congr (fun ε => by ring)
  · intro h
    have h' := hT.sub (h.div_const 2)
    rw [show Real.log 2 - 1 - 2 * (Real.log 2 - 1) / 2 = 0 by ring] at h'
    exact h'.congr (fun ε => by ring)
```

Each direction subtracts the assumed limit from the comparison limit; the factor of two comes from the $1/2$ in front of $L$.

## Two choices of mass

For the mass $c\,e^{1/(2\varepsilon)}$, taking the logarithm gives

$$\ln\left(c\,e^{1/(2\varepsilon)}\right)^2=\frac1\varepsilon+\ln c^2.$$

```lean
/-- For `c > 0` and `ε ≠ 0`, the logarithm of the squared mass `c exp(1/(2ε))` is the pole `1/ε`
plus `ln c²`. -/
theorem log_poleMass_sq {c ε : ℝ} (hc : 0 < c) :
    Real.log (poleMass c ε ^ 2) = 1 / ε + Real.log (c ^ 2) := by
  rw [poleMass, Real.log_pow, Real.log_mul hc.ne' (Real.exp_ne_zero _), Real.log_exp,
    Real.log_pow]
  push_cast
  ring
```

As $\varepsilon$ increases to zero, $1/(2\varepsilon)\to-\infty$. The exponential tends to zero and stays positive, so this mass satisfies `hm`.

```lean
/-- For `c > 0`, the mass `c exp(1/(2ε))` decreases to zero through positive values as `ε`
increases to zero. -/
theorem poleMass_tendsto {c : ℝ} (hc : 0 < c) :
    Tendsto (poleMass c) (𝓝[<] 0) (𝓝[>] 0) := by
  have h : Tendsto (fun ε : ℝ => Real.exp (1 / 2 * ε⁻¹)) (𝓝[<] 0) (𝓝 0) :=
    Real.tendsto_exp_atBot.comp
      (tendsto_inv_nhdsLT_zero.const_mul_atBot (by norm_num : (0 : ℝ) < 1 / 2))
  have h' := h.const_mul c
  rw [mul_zero] at h'
  refine tendsto_nhdsWithin_iff.mpr ⟨h'.congr (fun ε => ?_), Eventually.of_forall (fun ε => ?_)⟩
  · rw [poleMass, show 1 / (2 * ε) = 1 / 2 * ε⁻¹ by ring]
  · exact mul_pos hc (Real.exp_pos _)
```

With $c=\mu$, the bracket $L$ is identically zero. The substitution $\ln m^2=1/\varepsilon+\ln\mu^2$ then leaves the integrals apart by

$$\Delta(\varepsilon)\to\ln2-1\approx-0.307.$$

The word "naive" in the theorem's name refers to this substitution in the radial integrals as defined here.

```lean
/-- For positive cutoff and scale, the substitution `ln m² = 1/ε + ln μ²` without a constant
leaves a mismatch `ln 2 - 1` between the two integrals as `ε` increases to zero. -/
theorem naive_dictionary_offset {E μ : ℝ} (hE : 0 < E) (hμ : 0 < μ) :
    Tendsto (fun ε => massiveSoft E (poleMass μ ε) - dimSoft E μ ε) (𝓝[<] 0)
      (𝓝 (Real.log 2 - 1)) := by
  refine (regulator_comparison hE hμ (poleMass_tendsto hμ)).congr (fun ε => ?_)
  rw [log_poleMass_sq hμ]
  ring
```

With $c=2\mu/e$, where $e$ is Euler's number, $\ln c^2=\ln\mu^2+2(\ln2-1)$. The bracket now has the required value for every $\varepsilon<0$, and the integrals agree in the limit.

```lean
/-- For positive cutoff and scale, the photon mass `(2μ/e) exp(1/(2ε))` makes the two regulated
integrals agree as `ε` increases to zero. -/
theorem matched_mass {E μ : ℝ} (hE : 0 < E) (hμ : 0 < μ) :
    Tendsto (fun ε => massiveSoft E (poleMass (2 * μ / Real.exp 1) ε) - dimSoft E μ ε)
      (𝓝[<] 0) (𝓝 0) := by
  have hc : 0 < 2 * μ / Real.exp 1 := by positivity
  refine (regulator_dictionary hE hμ (poleMass_tendsto hc)).mpr
    (tendsto_const_nhds.congr (fun ε => ?_))
  rw [log_poleMass_sq hc, Real.log_pow, Real.log_pow,
    Real.log_div (by positivity) (Real.exp_ne_zero _),
    Real.log_mul two_ne_zero hμ.ne', Real.log_exp]
  push_cast
  ring

end

end SoftPhotonRegulators
```

```lean
#print axioms SoftPhotonRegulators.naive_dictionary_offset
-- 'SoftPhotonRegulators.naive_dictionary_offset' depends on axioms: [propext, Classical.choice, Quot.sound]
#print axioms SoftPhotonRegulators.matched_mass
-- 'SoftPhotonRegulators.matched_mass' depends on axioms: [propext, Classical.choice, Quot.sound]
```

## Numbers at ε = −0.1

Take $E=\mu=1$ and $\varepsilon=-0.1$, so $D_\varepsilon=5$. The choice $c=\mu$ gives $m=e^{-5}\approx0.00674$ and $\sqrt{1+m^2}\approx1.0000227$. The closed form yields

$$I_m\approx0.6931585+5-0.9999773=4.6931812.$$

The difference is $-0.306819$, already close to $\ln2-1\approx-0.306853$.

The choice $c=2\mu/e$ gives $m=2e^{-6}\approx0.00496$ and $I_m\approx5.000018$. The remaining discrepancy is about $3m^2/4$, the first correction to the small-mass limit.

## Including the angular measure changes the constant

The dimensional integral above changes only the power of $k$. Full dimensional regularization also continues the angular volume and the factors of $2\pi$ to $3-2\varepsilon$ spatial dimensions. This is the step from the radial model to the complete dimensionally regulated squared term of a charge at rest.

Suppose the dimensional integral is multiplied by $1+a\varepsilon+O(\varepsilon^2)$, with $a$ a constant. Against the pole $-1/(2\varepsilon)$, this produces a finite shift $-a/2$, so the matching condition becomes

$$\ln m^2=\frac1\varepsilon+a+\ln\mu^2+2(\ln2-1)+o(1).$$

For the measure $d^{\,3-2\varepsilon}k/(2\pi)^{3-2\varepsilon}$, normalised to its value at $\varepsilon=0$, the factor is

$$(4\pi)^\varepsilon\frac{\Gamma(3/2)}{\Gamma(3/2-\varepsilon)},
\qquad a=\ln4\pi-\gamma+2-2\ln2,$$

where $\Gamma$ is the gamma function and $\gamma$ is Euler's constant. The terms $2-2\ln2$ cancel the radial constant, leaving

$$\ln m^2=\frac1\varepsilon-\gamma+\ln4\pi+\ln\mu^2+o(1).$$

Absorbing $-\gamma+\ln4\pi$ into $\mu^2$ recovers the familiar rule $\ln m^2\leftrightarrow1/\varepsilon+\ln\mu^2$. That rule and the theorems above are therefore consistent: they use different normalisations of the dimensional integral. This last calculation is an informal addition to the Lean development.
